# The three-qubit W vector has no best approximation by a sum of two product vectors

Let $e_0,e_1$ be the basis vectors of a qubit and write $e_{ijk}=e_i\otimes e_j\otimes e_k$. The vector

$$W=e_{001}+e_{010}+e_{100}$$

is not a sum of two product vectors, yet it is the limit of such sums:

$$W=\lim_{t\to0,\;t\neq0}\frac{(e_0+t\,e_1)^{\otimes3}-e_0^{\otimes3}}{t}.$$

Consequently, whichever sum of two product vectors is chosen to approximate $W$, another one lies strictly closer. For this one three-qubit state, compressing the wavefunction to two product terms is a minimisation problem without a minimiser.

## Amplitudes, product vectors and the error

```lean
import Mathlib

open Filter Topology Matrix

namespace WStateBorderRank

noncomputable section
```

A three-qubit vector $T$ is represented by its eight complex amplitudes $T_{ijk}$, with $i,j,k\in\{0,1\}$. No normalisation is imposed.

```lean
/-- Amplitudes of a (not necessarily normalised) three-qubit vector. -/
abbrev ThreeQubit := Fin 2 → Fin 2 → Fin 2 → ℂ
```

The product vector $a\otimes b\otimes c$ has amplitudes $a_ib_jc_k$.

```lean
/-- The product vector `a ⊗ b ⊗ c`. -/
def product (a b c : Fin 2 → ℂ) : ThreeQubit := fun i j k => a i * b j * c k
```

The one-qubit basis vectors are $e_0=(1,0)$ and $e_1=(0,1)$.

```lean
/-- The basis vector `e0` of one qubit. -/
def ket0 : Fin 2 → ℂ := ![1, 0]

/-- The basis vector `e1` of one qubit. -/
def ket1 : Fin 2 → ℂ := ![0, 1]
```

With them, $W$ is a sum of three products. Its norm is $\sqrt3$, so the normalised state is $W/\sqrt3$, with amplitude $1/\sqrt3$ on each of its three basis vectors.

```lean
/-- The unnormalised W vector `e001 + e010 + e100`. -/
def W : ThreeQubit :=
  product ket0 ket0 ket1 + product ket0 ket1 ket0 + product ket1 ket0 ket0
```

The vectors allowed as approximations are $a\otimes b\otimes c+a'\otimes b'\otimes c'$, with all six factors free. A term may be zero and the two terms may coincide, so the condition is tensor rank at most two.

```lean
/-- The vector is a sum of two product vectors, either of which may vanish. -/
def RankAtMostTwo (T : ThreeQubit) : Prop :=
  ∃ a b c a' b' c', T = product a b c + product a' b' c'
```

The approximating family is the difference quotient of the curve $t\mapsto(e_0+te_1)^{\otimes3}$ at $t=0$, with complex $t$. Lean sets $0^{-1}=0$, so `quotient 0` is the zero vector; the limit below excludes that point.

```lean
/-- The difference quotient `((e0 + t e1)^⊗3 - e0^⊗3) / t`, for `t ≠ 0`. -/
def quotient (t : ℂ) : ThreeQubit :=
  t⁻¹ • (product (ket0 + t • ket1) (ket0 + t • ket1) (ket0 + t • ket1)
    - product ket0 ket0 ket0)
```

The error is the squared Hilbert–Schmidt distance

$$\operatorname{errSq}(S,T)=\sum_{ijk}|S_{ijk}-T_{ijk}|^2 .$$

It is written out as a sum because Mathlib's default norm on such arrays is the largest modulus of an entry, not the Hilbert-space norm.

```lean
/-- The squared Hilbert–Schmidt distance between two three-qubit vectors. -/
def errSq (S T : ThreeQubit) : ℝ := ∑ i, ∑ j, ∑ k, ‖S i j k - T i j k‖ ^ 2
```

## A determinant that separates W from two-term sums

Contract the first qubit with coefficients $x=(x_0,x_1)$, without complex conjugation. What remains is a $2\times2$ matrix of amplitudes for the other two qubits:

$$M_{jk}=\sum_i x_iT_{ijk}.$$

```lean
/-- The amplitude matrix of the last two qubits after contracting the first qubit
with the coefficients `x` (without complex conjugation). -/
def contract (x : Fin 2 → ℂ) (T : ThreeQubit) : Matrix (Fin 2) (Fin 2) ℂ :=
  Matrix.of fun j k => ∑ i, x i * T i j k
```

For a sum of two products, with $x\cdot a=x_0a_0+x_1a_1$,

$$M=(x\cdot a)\,b\,c^{\mathsf T}+(x\cdot a')\,b'c'^{\mathsf T}
=\begin{pmatrix}b&b'\end{pmatrix}
\begin{pmatrix}x\cdot a&0\\0&x\cdot a'\end{pmatrix}
\begin{pmatrix}c&c'\end{pmatrix}^{\mathsf T}.$$

The determinant is therefore a product of three determinants:

$$\det M=(x\cdot a)(x\cdot a')(b_0b'_1-b_1b'_0)(c_0c'_1-c_1c'_0).$$

Lean expands both sides in components, and `ring` confirms the polynomial identity.

```lean
/-- For a sum of two product vectors, the determinant of the contracted amplitude matrix
factorises into contributions of the three qubits. -/
theorem det_contract_two (x a b c a' b' c' : Fin 2 → ℂ) :
    (contract x (product a b c + product a' b' c')).det =
      (x ⬝ᵥ a) * (x ⬝ᵥ a') * (b 0 * b' 1 - b 1 * b' 0) * (c 0 * c' 1 - c 1 * c' 0) := by
  simp only [contract, Matrix.det_fin_two, Matrix.of_apply, Fin.sum_univ_two, product,
    Pi.add_apply, dotProduct]
  ring
```

For $W$ the contraction gives

$$M=\begin{pmatrix}x_1&x_0\\x_0&0\end{pmatrix},\qquad \det M=-x_0^2 .$$

```lean
/-- For the W vector, the determinant of the contracted amplitude matrix is `-x₀²`. -/
theorem det_contract_W (x : Fin 2 → ℂ) : (contract x W).det = -(x 0) ^ 2 := by
  simp [contract, Matrix.det_fin_two, Fin.sum_univ_two, W, product, ket0, ket1]
  ring
```

Suppose now that $W=a\otimes b\otimes c+a'\otimes b'\otimes c'$. The two determinants agree for every $x$; this is `key` in the proof. Choose $x=(a_1,-a_0)$, for which $x\cdot a=0$. The factorised determinant vanishes, so $-a_1^2=0$ and $a_1=0$. The choice $x=(a'_1,-a'_0)$ gives $a'_1=0$ in the same way. The amplitude on $e_{100}$ is then

$$a_1b_0c_0+a'_1b'_0c'_0=0,$$

whereas $W_{100}=1$. Vanishing or parallel factors need no separate treatment.

```lean
/-- The W vector is not a sum of two product vectors. -/
theorem W_not_rankAtMostTwo : ¬ RankAtMostTwo W := by
  rintro ⟨a, b, c, a', b', c', h⟩
  have key : ∀ x : Fin 2 → ℂ, -(x 0) ^ 2 =
      (x ⬝ᵥ a) * (x ⬝ᵥ a') * (b 0 * b' 1 - b 1 * b' 0) * (c 0 * c' 1 - c 1 * c' 0) := by
    intro x
    rw [← det_contract_W x, h, det_contract_two]
  have ann : ∀ v : Fin 2 → ℂ, ![v 1, -v 0] ⬝ᵥ v = 0 := by
    intro v
    rw [dotProduct, Fin.sum_univ_two]
    change v 1 * v 0 + -v 0 * v 1 = 0
    ring
  -- contracting with a vector that annihilates one factor shows that its `e1` component is zero
  have ha : a 1 = 0 := by
    have h1 := key ![a 1, -a 0]
    rw [ann a] at h1
    simpa using h1
  have ha' : a' 1 = 0 := by
    have h1 := key ![a' 1, -a' 0]
    rw [ann a'] at h1
    simpa using h1
  -- but W has amplitude one on `e100`
  have h100 := congrFun (congrFun (congrFun h 1) 0) 0
  simp [W, product, ket0, ket1, ha, ha'] at h100
```

## Two-term sums that converge to W

Each quotient is a sum of two products once the prefactors are absorbed into the first qubit:

$$\bigl[t^{-1}(e_0+te_1)\bigr]\otimes(e_0+te_1)\otimes(e_0+te_1)+(-t^{-1}e_0)\otimes e_0\otimes e_0 .$$

The proof supplies exactly these six factors.

```lean
/-- Every difference quotient is a sum of two product vectors. -/
theorem quotient_rankAtMostTwo (t : ℂ) : RankAtMostTwo (quotient t) := by
  refine ⟨t⁻¹ • (ket0 + t • ket1), ket0 + t • ket1, ket0 + t • ket1,
    (-t⁻¹) • ket0, ket0, ket0, ?_⟩
  funext i j k
  simp only [quotient, product, Pi.smul_apply, Pi.sub_apply, Pi.add_apply, smul_eq_mul]
  ring
```

Multiplying out the cube gives

$$(e_0+te_1)^{\otimes3}=e_{000}+tW+t^2(e_{011}+e_{101}+e_{110})+t^3e_{111}.$$

Subtracting $e_{000}$ and dividing by $t\neq0$ leaves

$$W+t\,(e_{011}+e_{101}+e_{110})+t^2e_{111}.$$

In Lean, `h` is the expansion with one factor $t$ pulled out, and `inv_smul_smul₀ ht` cancels that factor.

```lean
/-- The difference quotient equals W plus explicit terms of first and second order in `t`. -/
theorem quotient_expansion {t : ℂ} (ht : t ≠ 0) :
    quotient t = W + t • (product ket0 ket1 ket1 + product ket1 ket0 ket1
      + product ket1 ket1 ket0) + t ^ 2 • product ket1 ket1 ket1 := by
  have h : product (ket0 + t • ket1) (ket0 + t • ket1) (ket0 + t • ket1)
      - product ket0 ket0 ket0 = t • (W + t • (product ket0 ket1 ket1
      + product ket1 ket0 ket1 + product ket1 ket1 ket0)
      + t ^ 2 • product ket1 ket1 ket1) := by
    funext i j k
    simp only [W, product, Pi.smul_apply, Pi.sub_apply, Pi.add_apply, smul_eq_mul]
    ring
  rw [quotient, h, inv_smul_smul₀ ht]
```

The right-hand side is a polynomial in $t$, hence continuous, and equals $W$ at $t=0$. The quotient agrees with it for all $t\neq0$ and so has the same limit. In the statement, `𝓝[≠] 0` means that $t$ approaches zero through nonzero complex values. Convergence is amplitude by amplitude, which for eight amplitudes is the same as convergence in norm.

```lean
/-- The difference quotients converge to the W vector as `t → 0` with `t ≠ 0`. -/
theorem quotient_tendsto_W : Tendsto quotient (𝓝[≠] 0) (𝓝 W) := by
  have hc : Continuous (fun t : ℂ => W + t • (product ket0 ket1 ket1
      + product ket1 ket0 ket1 + product ket1 ket1 ket0)
      + t ^ 2 • product ket1 ket1 ket1) := by fun_prop
  refine ((hc.tendsto' 0 W (by simp)).mono_left nhdsWithin_le_nhds).congr' ?_
  filter_upwards [self_mem_nhdsWithin] with t ht
  exact (quotient_expansion ht).symm
```

The deviation from $W$ has three amplitudes equal to $t$ and one equal to $t^2$, so the squared error is exactly $3|t|^2+|t|^4$.

```lean
/-- The squared distance of the difference quotient from W is `3|t|² + |t|⁴`. -/
theorem errSq_quotient {t : ℂ} (ht : t ≠ 0) :
    errSq (quotient t) W = 3 * ‖t‖ ^ 2 + ‖t‖ ^ 4 := by
  rw [quotient_expansion ht]
  simp [errSq, Fin.sum_univ_two, W, product, ket0, ket1]
  ring
```

Take $t=1/10$. The vector $(e_0+0.1\,e_1)^{\otimes3}$ has amplitude $1$ on $e_{000}$, and $0.1$, $0.01$ or $0.001$ on basis vectors with one, two or three indices equal to 1. Subtracting $e_{000}$ and multiplying by 10 gives $0$, $1$, $0.1$ and $0.01$ respectively. The squared error is $3(0.1)^2+(0.01)^2=0.0301$. After both vectors are normalised, their squared overlap is $3/3.0301\approx0.990$. The two product terms have norms of about $10.15$ and $10$, while their sum has norm of only about $1.74$.

## Every candidate is beaten

A candidate of rank at most two differs from $W$, and different vectors have positive squared distance. Each $|S_{ijk}-T_{ijk}|^2$ is bounded by the full sum of nonnegative terms. If that sum were not positive, every amplitude difference would vanish and the vectors would be equal. The `calc` block obtains the bound by adding the sums over $k$, $j$ and $i$ in turn.

```lean
/-- Distinct three-qubit vectors have positive squared distance. -/
theorem errSq_pos {S T : ThreeQubit} (h : S ≠ T) : 0 < errSq S T := by
  by_contra hn
  apply h
  funext i j k
  -- each amplitude error is bounded by the total error
  have hle : ‖S i j k - T i j k‖ ^ 2 ≤ errSq S T := by
    calc ‖S i j k - T i j k‖ ^ 2 ≤ ∑ k, ‖S i j k - T i j k‖ ^ 2 :=
          Finset.single_le_sum (f := fun k => ‖S i j k - T i j k‖ ^ 2)
            (fun _ _ => by positivity) (Finset.mem_univ k)
      _ ≤ ∑ j, ∑ k, ‖S i j k - T i j k‖ ^ 2 :=
          Finset.single_le_sum (f := fun j => ∑ k, ‖S i j k - T i j k‖ ^ 2)
            (fun _ _ => by positivity) (Finset.mem_univ j)
      _ ≤ errSq S T :=
          Finset.single_le_sum (f := fun i => ∑ j, ∑ k, ‖S i j k - T i j k‖ ^ 2)
            (fun _ _ => by positivity) (Finset.mem_univ i)
  have hz : ‖S i j k - T i j k‖ ^ 2 = 0 :=
    le_antisymm (hle.trans (not_lt.1 hn)) (sq_nonneg _)
  exact sub_eq_zero.1 (norm_eq_zero.1 ((pow_eq_zero_iff two_ne_zero).1 hz))
```

Let $S$ be a candidate with squared error $\delta=\operatorname{errSq}(S,W)>0$, and set $r=\min(1,\delta/5)$. Since $0<r\le1$, we have $r^4\le r^2\le r$, and the quotient at $t=r$ has squared error

$$3r^2+r^4\le4r\le\tfrac45\,\delta<\delta .$$

For example, $S=e_{001}+e_{010}$ has $\delta=1$; then $r=0.2$, and the new squared error is $0.1216$.

The theorem states this for every `S` satisfying `RankAtMostTwo`: there is an `S'` of the same kind with strictly smaller `errSq`. Comparing squared distances is equivalent to comparing distances. The statement concerns $W$ and two terms; it makes no claim about other tensors or other numbers of terms.

```lean
/-- W has no best rank-two approximation: for every sum of two product vectors there is
another one strictly closer to W in Hilbert–Schmidt distance. -/
theorem W_no_best_rank_two_approximation (S : ThreeQubit) (hS : RankAtMostTwo S) :
    ∃ S', RankAtMostTwo S' ∧ errSq S' W < errSq S W := by
  have hpos : 0 < errSq S W := errSq_pos fun h => W_not_rankAtMostTwo (h ▸ hS)
  -- a small real parameter makes the error of the quotient smaller than that of `S`
  obtain ⟨r, hr0, hr1, hr⟩ : ∃ r : ℝ, 0 < r ∧ r ≤ 1 ∧ r ≤ errSq S W / 5 :=
    ⟨min 1 (errSq S W / 5), lt_min one_pos (by positivity), min_le_left _ _,
      min_le_right _ _⟩
  refine ⟨quotient (r : ℂ), quotient_rankAtMostTwo _, ?_⟩
  rw [errSq_quotient (Complex.ofReal_ne_zero.2 hr0.ne'), Complex.norm_real,
    Real.norm_eq_abs, abs_of_pos hr0]
  have h2 : r ^ 2 ≤ r := by nlinarith
  have h4 : r ^ 4 ≤ r ^ 2 := by
    nlinarith [mul_nonneg (sq_nonneg r) (sub_nonneg.2 (h2.trans hr1))]
  linarith
```

The same facts have a topological form. A closed set contains the limits of its convergent families. The quotients all have rank at most two and their limit $W$ does not, so the set of vectors of rank at most two is not closed.

```lean
/-- The set of sums of two product vectors of three qubits is not closed. -/
theorem rankAtMostTwo_not_closed : ¬ IsClosed {T : ThreeQubit | RankAtMostTwo T} :=
  fun h => W_not_rankAtMostTwo
    (h.mem_of_tendsto quotient_tendsto_W (Eventually.of_forall quotient_rankAtMostTwo))

end

end WStateBorderRank
```

```lean
#print axioms WStateBorderRank.W_no_best_rank_two_approximation
#print axioms WStateBorderRank.rankAtMostTwo_not_closed
```

```
'WStateBorderRank.W_no_best_rank_two_approximation' depends on axioms: [propext, Classical.choice, Quot.sound]
'WStateBorderRank.rankAtMostTwo_not_closed' depends on axioms: [propext, Classical.choice, Quot.sound]
```

## What a two-term fit does in code

A program that fits $W$ by two product terms, for instance by alternating least squares over the six factors, has no optimum to reach. If its error tends to zero, the norms of both terms must diverge: if one term stayed bounded along a subsequence, so would the other, because their sum converges. Both terms would then converge along a further subsequence, and since a limit of product vectors is again a product vector, $W$ would be a sum of two products. This compactness argument supplements the checked theorems.

In the output, the sign is an error that keeps falling while two large terms nearly cancel. In a generic local basis, rounding errors of relative size $\varepsilon$ in terms of norm about $1/|t|$ leave an absolute error of order $\varepsilon/|t|$ in their sum, so making $t$ ever smaller eventually harms the numerical result. A penalty on the squared norms of the two terms restores a minimiser, with a nonzero error. Allowing a third term represents $W$ exactly.
